# With a relative phase of π/2, the fixed-phase ground energy of two-site hopping lies above the true one

The Hamiltonian H is a 2 × 2 matrix with zero diagonal and hopping amplitude −1 between the sites. The theorem says that H is Hermitian, and that its ground energy is strictly less than that of the real matrix K(x,y) = Re(exp(−iθ_x) H(x,y) exp(iθ_y)) with phases θ = (0, π/2). Each ground energy is the infimum of the energy over normalised states, complex for H and real for K. The proof shows that K is zero, so its ground energy is 0, and then takes the normalised trial state (3/5, 4/5), whose energy under H is −24/25.

In Lean, a first try:

```lean
import Mathlib

open Matrix

namespace FixedPhaseBound

noncomputable section

variable {n : Type*} [Fintype n] {𝕜 : Type*} [RCLike 𝕜]

/-- The expectation value `∑ ψ*(x) A(x,y) ψ(y)` of a matrix in a real or complex state. -/
def expectation (A : Matrix n n 𝕜) (ψ : n → 𝕜) : 𝕜 :=
  ∑ x, ∑ y, star (ψ x) * A x y * ψ y

/-- The energy of a state: the real part of the expectation value. -/
def energy (A : Matrix n n 𝕜) (ψ : n → 𝕜) : ℝ := RCLike.re (expectation A ψ)

/-- The total probability of the state is one. -/
def IsNormalized (ψ : n → 𝕜) : Prop := ∑ x, ‖ψ x‖ ^ 2 = 1

/-- The ground energy: the infimum of the energy over normalized states. -/
def groundEnergy (A : Matrix n n 𝕜) : ℝ := sInf (energy A '' {ψ | IsNormalized ψ})

/-- The fixed-phase Hamiltonian `K(x,y) = Re (exp(-iθ_x) H(x,y) exp(iθ_y))`. -/
def fixedPhase (H : Matrix n n ℂ) (θ : n → ℝ) : Matrix n n ℝ :=
  Matrix.of fun x y =>
    (Complex.exp (-(θ x * Complex.I)) * H x y * Complex.exp (θ y * Complex.I)).re

/-- The ground energy is attained: it is the least energy of a normalized state. -/
theorem groundEnergy_isLeast [Nonempty n] (A : Matrix n n 𝕜) :
    IsLeast (energy A '' {ψ | IsNormalized ψ}) (groundEnergy A) := by
  classical

  -- the unit sphere of states is closed and bounded, hence compact
  have hclosed : IsClosed {ψ : n → 𝕜 | IsNormalized ψ} := by
    unfold IsNormalized
    exact isClosed_eq (by fun_prop) continuous_const
  have hbdd : Bornology.IsBounded {ψ : n → 𝕜 | IsNormalized ψ} := by
    refine (Metric.isBounded_closedBall (x := (0 : n → 𝕜)) (r := 1)).subset ?_
    intro ψ hψ
    have hψ' : ∑ x, ‖ψ x‖ ^ 2 = 1 := hψ
    rw [mem_closedBall_zero_iff, pi_norm_le_iff_of_nonneg zero_le_one]
    intro x
    have h := Finset.single_le_sum (f := fun x => ‖ψ x‖ ^ 2)
      (fun i _ => sq_nonneg _) (Finset.mem_univ x)
    have h' : ‖ψ x‖ ^ 2 ≤ 1 := hψ' ▸ h
    nlinarith [norm_nonneg (ψ x)]
  have hcomp := Metric.isCompact_of_isClosed_isBounded hclosed hbdd
  have hne : {ψ : n → 𝕜 | IsNormalized ψ}.Nonempty := by
    obtain ⟨x₀⟩ := ‹Nonempty n›
    refine ⟨fun x => if x = x₀ then 1 else 0, ?_⟩
    change ∑ x, ‖(if x = x₀ then (1 : 𝕜) else 0)‖ ^ 2 = 1
    rw [Finset.sum_eq_single x₀] <;> simp +contextual
  have hcont : Continuous (energy A) := by
    unfold energy expectation
    exact RCLike.continuous_re.comp (by fun_prop)
  exact (hcomp.image hcont).isLeast_sInf (hne.image _)

/-- Hopping between two sites with amplitude `-1`. -/
def hopping : Matrix (Fin 2) (Fin 2) ℂ := !![0, -1; -1, 0]

/-- For two-site hopping, which is Hermitian, a relative phase of `π/2` makes the fixed-phase
ground energy strictly larger than the ground energy. -/
theorem fixed_phase_strict_example : hopping.IsHermitian ∧
    groundEnergy hopping < groundEnergy (fixedPhase hopping ![0, Real.pi / 2]) := by
  constructor
  · refine Matrix.IsHermitian.ext fun i j => ?_
    fin_cases i <;> fin_cases j <;> simp [hopping]
  -- the wrong phase removes the hopping altogether
  have hK : fixedPhase hopping ![0, Real.pi / 2] = 0 := by
    ext i j
    fin_cases i <;> fin_cases j <;> simp [fixedPhase, hopping, Complex.exp_re]
  have h0 : groundEnergy (fixedPhase hopping ![0, Real.pi / 2]) = 0 := by
    obtain ⟨f, _, he⟩ := (groundEnergy_isLeast (fixedPhase hopping ![0, Real.pi / 2])).1
    rw [← he, hK]
    simp [energy, expectation]
  -- a trial state of negative energy
  have hn : IsNormalized (![3 / 5, 4 / 5] : Fin 2 → ℂ) := by
    simp only [IsNormalized, Fin.sum_univ_two, Matrix.cons_val_zero, Matrix.cons_val_one,
      norm_div, Complex.norm_ofNat]
    norm_num
  have hx : expectation hopping ![3 / 5, 4 / 5] = ((-24 / 25 : ℝ) : ℂ) := by
    simp [expectation, hopping, Fin.sum_univ_two]
    norm_num
  have he : energy hopping ![3 / 5, 4 / 5] = -24 / 25 := by
    unfold energy
    rw [hx]
    exact Complex.ofReal_re _
  have hle := (groundEnergy_isLeast hopping).2 ⟨_, hn, he⟩
  rw [h0]
  linarith

end

end FixedPhaseBound
```

Compiling this gives:

```
Main.lean:82:74: error: unsolved goals
hK : fixedPhase hopping ![0, Real.pi / 2] = 0
h0 : groundEnergy (fixedPhase hopping ![0, Real.pi / 2]) = 0
hn : IsNormalized ![3 / 5, 4 / 5]
⊢ -((starRingEnd ℂ) 3 / (starRingEnd ℂ) 5 * (4 / 5)) + -((starRingEnd ℂ) 4 / (starRingEnd ℂ) 5 * (3 / 5)) = -(24 / 25)
```

The error is in `hx`, which computes the expectation value of H in the trial state. The remaining goal is true, but it still contains complex conjugates of numerals, such as `(starRingEnd ℂ) 3 / (starRingEnd ℂ) 5`. The conjugate of 3/5 has been split into a quotient of conjugates, and neither `simp` nor `norm_num` has replaced these by the numbers themselves, so the arithmetic can't be finished.

The repair first proves, as `h3` and `h4`, that conjugation leaves 3/5 and 4/5 unchanged. Each fraction is rewritten as a real number cast to ℂ, to which `Complex.conj_ofReal` applies. The full `simp` gives way to a `simp only` that just unfolds the expectation value and its sums, and `change` then writes out the four terms with their matrix and vector entries. This keeps `star (3 / 5 : ℂ)` and `star (4 / 5 : ℂ)` whole, so that `rw [h3, h4]` can remove them. `push_cast` moves the cast on the right-hand side inward, and `norm_num` has only arithmetic left to do.

After these edits no error is left:

```diff
@@ -81,5 +81,17 @@
     norm_num
   have hx : expectation hopping ![3 / 5, 4 / 5] = ((-24 / 25 : ℝ) : ℂ) := by
-    simp [expectation, hopping, Fin.sum_univ_two]
+    have h3 : star (3 / 5 : ℂ) = 3 / 5 := by
+      have h : (3 / 5 : ℂ) = ((3 / 5 : ℝ) : ℂ) := by norm_num
+      rw [h]
+      exact Complex.conj_ofReal _
+    have h4 : star (4 / 5 : ℂ) = 4 / 5 := by
+      have h : (4 / 5 : ℂ) = ((4 / 5 : ℝ) : ℂ) := by norm_num
+      rw [h]
+      exact Complex.conj_ofReal _
+    simp only [expectation, Fin.sum_univ_two]
+    change star (3 / 5 : ℂ) * 0 * (3 / 5) + star (3 / 5 : ℂ) * (-1) * (4 / 5)
+      + (star (4 / 5 : ℂ) * (-1) * (3 / 5) + star (4 / 5 : ℂ) * 0 * (4 / 5)) = _
+    rw [h3, h4]
+    push_cast
     norm_num
   have he : energy hopping ![3 / 5, 4 / 5] = -24 / 25 := by
```
